# Relaxation energy and shake gap bound the satellite weight in a finite core-hole model

Let \(H\) be the Hermitian Hamiltonian of the ion with a core hole, acting on a finite-dimensional space. Its eigenvalues are \(\varepsilon_i\) and its orthonormal eigenstates, the possible final states, are \(\psi_i\). The sudden state \(f\) is what remains immediately after the core electron has been removed, before the other electrons respond, normalised to \(\|f\|=1\). One index \(k\) marks the main line, so \(E_0=\varepsilon_k\), and every other final state is a satellite. Energies are final-state energies, so a satellite above the main line appears at higher binding energy. Inner products are linear in the second argument, as in Dirac notation.

With \(R=\langle f,Hf\rangle-E_0\) and \(S\) the total satellite weight, the central result is \(R/W\le S\le R/g\), provided that all satellites lie between \(g\) and \(W\) above the main line, with \(0<g\le W\).

```lean
import Mathlib

open Finset

namespace ShakeSatelliteBounds

noncomputable section

variable {V : Type*} [NormedAddCommGroup V] [InnerProductSpace ℂ V] [FiniteDimensional ℂ V]
  {n : ℕ} {H : V →ₗ[ℂ] V}
```

`V` is the state space, a complex inner product space of finite dimension, and `H` is a linear map from `V` to itself. Hermiticity is not built into `H`. It enters each theorem as a hypothesis `hH : H.IsSymmetric`, which says that \(\langle Hx,y\rangle=\langle x,Hy\rangle\) for all \(x,y\). The number `n` will be the dimension of `V`.

## Intensities and moments

```lean
/-- Intensity of the line of final state `i` in the sudden approximation: the squared overlap
of the `i`-th eigenstate of the Hermitian Hamiltonian `H` with the sudden state `f`. -/
def lineWeight (hH : H.IsSymmetric) (hn : Module.finrank ℂ V = n) (f : V) (i : Fin n) : ℝ :=
  ‖inner ℂ (hH.eigenvectorBasis hn i) f‖ ^ 2
```

This is the line intensity in the sudden approximation,
\[
w_i=|\langle\psi_i,f\rangle|^2 .
\]
The hypothesis `hn` says that the dimension is `n`, and `i : Fin n` is an index running from \(0\) to \(n-1\). Photon-energy dependence and the matrix element of the outgoing electron are left out.

The device to look at closely is `hH.eigenvectorBasis hn`. It is the spectral theorem in the form of an object: given a proof that `H` is symmetric, Mathlib returns an orthonormal basis of eigenvectors, and `hH.eigenvalues hn` returns the matching real eigenvalues. Because the result has the type of an orthonormal basis, completeness relations apply to it directly, and the lemma `apply_eigenvectorBasis` supplies \(H\psi_i=\varepsilon_i\psi_i\). The basis is one fixed choice among many. The phases of the \(\psi_i\) disappear from \(w_i\), but within a degenerate level the individual \(w_i\) depend on the choice, and only their sum over the level has physical meaning.

```lean
/-- Total satellite weight: the summed intensity of all lines except the main line `k`. -/
def satelliteWeight (hH : H.IsSymmetric) (hn : Module.finrank ℂ V = n) (k : Fin n) (f : V) : ℝ :=
  ∑ i ∈ univ.erase k, lineWeight hH hn f i
```

The satellite weight is \(S=\sum_{i\ne k}w_i\). The set `univ.erase k` contains all indices except \(k\).

```lean
/-- Relaxation energy: the mean energy of the sudden state `f` minus the main-line energy `E0`. -/
def relaxationEnergy (H : V →ₗ[ℂ] V) (E0 : ℝ) (f : V) : ℝ :=
  (inner ℂ f (H f)).re - E0
```

This is \(R=\langle f,Hf\rangle-E_0\). If \(f\) is a frozen-orbital determinant, \(R\) is the amount by which the energy of the ion falls in going from frozen orbitals to the state of the main line. It then contains the orbital relaxation and all the correlation energy that the model gives to that state. The `.re` takes the real part because Lean's inner product is a complex number; for Hermitian \(H\) the imaginary part is zero.

```lean
/-- Second moment of the energy about `E0` in the state `f`: the squared norm of `(H - E0) f`. -/
def secondMoment (H : V →ₗ[ℂ] V) (E0 : ℝ) (f : V) : ℝ :=
  ‖H f - (E0 : ℂ) • f‖ ^ 2
```

The second moment is \(M=\|(H-E_0)f\|^2\). Neither \(R\) nor \(M\) refers to the satellite states, so their connection with the spectrum has to be proved.

## From operator averages to satellite sums

```lean
/-- The overlap of a final state with `H f` is its energy times its overlap with `f`. -/
theorem overlap_hamiltonian (hH : H.IsSymmetric) (hn : Module.finrank ℂ V = n) (f : V)
    (i : Fin n) :
    inner ℂ (hH.eigenvectorBasis hn i) (H f) =
      (hH.eigenvalues hn i : ℂ) * inner ℂ (hH.eigenvectorBasis hn i) f := by
  rw [← hH (hH.eigenvectorBasis hn i) f, hH.apply_eigenvectorBasis, inner_smul_left]
  exact congrArg (fun z : ℂ => z * inner ℂ (hH.eigenvectorBasis hn i) f)
    (Complex.conj_ofReal _)
```

The statement is \(\langle\psi_i,Hf\rangle=\varepsilon_i\langle\psi_i,f\rangle\). By hand,
\[
\langle\psi_i,Hf\rangle=\langle H\psi_i,f\rangle=\langle\varepsilon_i\psi_i,f\rangle=\overline{\varepsilon_i}\,\langle\psi_i,f\rangle=\varepsilon_i\langle\psi_i,f\rangle .
\]
The `rw` line performs the first three equalities in this order: symmetry, the eigenvalue equation, and pulling the scalar out of the first slot, which conjugates it. The last line removes the conjugation because the eigenvalue is real.

```lean
/-- For a unit sudden state, the satellite weight is the intensity missing from the main line. -/
theorem satelliteWeight_eq_loss (hH : H.IsSymmetric) (hn : Module.finrank ℂ V = n) (k : Fin n)
    {f : V} (hf : ‖f‖ = 1) :
    satelliteWeight hH hn k f = 1 - lineWeight hH hn f k := by
  have total : ∑ i, lineWeight hH hn f i = 1 := by
    have h := (hH.eigenvectorBasis hn).sum_sq_norm_inner_right f
    rw [hf, one_pow] at h
    exact h
  have split := Finset.add_sum_erase univ (lineWeight hH hn f) (mem_univ k)
  unfold satelliteWeight
  linarith
```

The statement is \(S=1-w_k\): what the satellites gain, the main line has lost. Completeness of the final states gives
\[
\sum_i w_i=\sum_i|\langle\psi_i,f\rangle|^2=\|f\|^2=1 ,
\]
and taking the term \(i=k\) out of the sum leaves \(w_k+S=1\). In Lean, `total` is the first equation, obtained from `sum_sq_norm_inner_right`, and `split` separates the main line from the rest. `linarith` then solves for \(S\).

```lean
/-- For a unit sudden state, the relaxation energy is the first moment of the satellite
spectrum, with energies measured from the main line `k`. -/
theorem relaxationEnergy_eq_sum (hH : H.IsSymmetric) (hn : Module.finrank ℂ V = n) (k : Fin n)
    {f : V} (hf : ‖f‖ = 1) :
    relaxationEnergy H (hH.eigenvalues hn k) f =
      ∑ i ∈ univ.erase k,
        (hH.eigenvalues hn i - hH.eigenvalues hn k) * lineWeight hH hn f i := by
  have total : ∑ i, lineWeight hH hn f i = 1 := by
    have h := (hH.eigenvectorBasis hn).sum_sq_norm_inner_right f
    rw [hf, one_pow] at h
    exact h
  -- the mean energy, resolved into final states
  have mean : inner ℂ f (H f) =
      ((∑ i, hH.eigenvalues hn i * lineWeight hH hn f i : ℝ) : ℂ) := by
    rw [← (hH.eigenvectorBasis hn).sum_inner_mul_inner f (H f), Complex.ofReal_sum]
    refine Finset.sum_congr rfl fun i _ => ?_
    rw [overlap_hamiltonian, ← inner_conj_symm f (hH.eigenvectorBasis hn i), mul_left_comm,
      Complex.conj_mul']
    simp only [lineWeight, Complex.ofReal_mul, Complex.ofReal_pow]
  rw [Finset.sum_erase univ (by rw [sub_self, zero_mul])]
  simp only [sub_mul, Finset.sum_sub_distrib, ← Finset.mul_sum]
  rw [total, relaxationEnergy, mean, Complex.ofReal_re, mul_one]
```

Write \(d_i=\varepsilon_i-\varepsilon_k\) for the energy of final state \(i\) above the main line. The theorem says
\[
R=\sum_{i\ne k}d_i\,w_i .
\]
Inserting a complete set of final states and using the previous overlap formula,
\[
\langle f,Hf\rangle=\sum_i\langle f,\psi_i\rangle\langle\psi_i,Hf\rangle=\sum_i\varepsilon_i\,\langle f,\psi_i\rangle\langle\psi_i,f\rangle=\sum_i\varepsilon_i w_i .
\]
Since the weights sum to one,
\[
R=\sum_i\varepsilon_i w_i-\varepsilon_k\sum_i w_i=\sum_i d_i w_i ,
\]
and the term \(i=k\) vanishes because \(d_k=0\).

The step called `mean` is the first display, with `sum_inner_mul_inner` inserting the complete set. `Finset.sum_erase` then puts the vanishing main-line term back into the sum, so that the full sum can be split and `total` applied.

```lean
/-- The second moment of the energy about the main line `k` is the second moment of the
satellite spectrum. -/
theorem secondMoment_eq_sum (hH : H.IsSymmetric) (hn : Module.finrank ℂ V = n) (k : Fin n)
    (f : V) :
    secondMoment H (hH.eigenvalues hn k) f =
      ∑ i ∈ univ.erase k,
        (hH.eigenvalues hn i - hH.eigenvalues hn k) ^ 2 * lineWeight hH hn f i := by
  rw [Finset.sum_erase univ (by rw [sub_self]; ring), secondMoment,
    ← (hH.eigenvectorBasis hn).sum_sq_norm_inner_right]
  refine Finset.sum_congr rfl fun i _ => ?_
  rw [inner_sub_right, inner_smul_right, overlap_hamiltonian, ← sub_mul, norm_mul, mul_pow,
    ← Complex.ofReal_sub, Complex.norm_real, Real.norm_eq_abs, sq_abs, lineWeight]
```

Here the claim is \(M=\sum_{i\ne k}d_i^2\,w_i\). Expanding the norm in final states gives
\[
\|(H-\varepsilon_k)f\|^2=\sum_i|\langle\psi_i,Hf\rangle-\varepsilon_k\langle\psi_i,f\rangle|^2=\sum_i d_i^2\,w_i ,
\]
and again the main line contributes nothing. The Lean proof puts the vanishing main-line term back into the sum, expands the norm, and then compares the two sums term by term with `sum_congr`. No normalisation is needed, so `f` is an arbitrary vector here.

## The two-sided bound

```lean
/-- If every final state other than the main line `k` lies between `g` and `W` above it, with
`0 < g ≤ W`, then the satellite weight of a unit sudden state lies between the relaxation
energy over `W` and the relaxation energy over `g`. -/
theorem satelliteWeight_bounds (hH : H.IsSymmetric) (hn : Module.finrank ℂ V = n) (k : Fin n)
    {f : V} (hf : ‖f‖ = 1) {g W : ℝ} (hg : 0 < g) (hgW : g ≤ W)
    (hspec : ∀ i, i ≠ k → hH.eigenvalues hn i ∈
      Set.Icc (hH.eigenvalues hn k + g) (hH.eigenvalues hn k + W)) :
    relaxationEnergy H (hH.eigenvalues hn k) f / W ≤ satelliteWeight hH hn k f ∧
      satelliteWeight hH hn k f ≤ relaxationEnergy H (hH.eigenvalues hn k) f / g := by
  have hW : 0 < W := lt_of_lt_of_le hg hgW
  rw [div_le_iff₀ hW, le_div_iff₀ hg, relaxationEnergy_eq_sum hH hn k hf, satelliteWeight,
    Finset.sum_mul, Finset.sum_mul]
  -- compare the two sums line by line
  constructor <;> refine Finset.sum_le_sum fun i hi => ?_
  all_goals
    obtain ⟨h1, h2⟩ := hspec i (Finset.ne_of_mem_erase hi)
    have hw : 0 ≤ lineWeight hH hn f i := sq_nonneg _
    nlinarith [mul_nonneg hw (sub_nonneg.2 h1), mul_nonneg hw (sub_nonneg.2 h2)]
```

The hypothesis `hspec` places every eigenvalue other than the one with index `k` in the closed interval \([E_0+g,E_0+W]\), written `Set.Icc`. Together with \(g>0\) it makes the main line the lowest level and non-degenerate. This needs care with spin: a closed-shell molecule leaves an ion with an odd number of electrons, and without spin–orbit coupling each of its levels has spin partners at the same energy. The theorem then applies in a space of fixed spin projection. A spatially degenerate core level calls for a restriction to one symmetry component in the same way. Physically, \(g\) is a lower bound on the cost of the cheapest shake excitation, and \(W\) is an upper bound on the energy range of the finite model. Both are assumed. In a metal, electron–hole pairs of arbitrarily small energy close the gap, and in a complete basis the spectrum has no upper edge, so the theorem describes a gapped and truncated model.

For each satellite, \(g\le d_i\le W\) and \(w_i\ge0\), hence
\[
g\,w_i\le d_i\,w_i\le W\,w_i .
\]
Summing over \(i\ne k\) gives \(gS\le R\le WS\), and division by the positive numbers \(g\) and \(W\) gives
\[
\frac RW\le S\le\frac Rg .
\]
In a one-dimensional space there are no satellites, and all three quantities are zero.

The Lean proof goes in the opposite direction. It first clears the denominators with `div_le_iff₀` and `le_div_iff₀`, then replaces \(R\) by its satellite sum. `Finset.sum_le_sum` reduces each inequality between sums to one between single terms. There `h1` and `h2` are the two edges of the window, and `nlinarith` is handed their products with the non-negative weight.

For electronic structure, this means that in a finite sudden model with a gap, a small relaxation energy compared with \(g\) guarantees a main line that keeps most of the intensity. If \(R\ge g\), the upper bound says no more than \(S\le1\), which holds anyway. Core-hole relaxation energies in molecules can exceed the gap, and then only the lower bound is informative.

```lean
/-- If no final state lies more than `W > 0` above the main line `k`, the satellite weight of a
unit sudden state equals the relaxation energy over `W` exactly when every satellite of nonzero
intensity lies at `W` above the main line. -/
theorem satelliteWeight_eq_lower_iff (hH : H.IsSymmetric) (hn : Module.finrank ℂ V = n)
    (k : Fin n) {f : V} (hf : ‖f‖ = 1) {W : ℝ} (hW : 0 < W)
    (hspec : ∀ i, i ≠ k → hH.eigenvalues hn i ≤ hH.eigenvalues hn k + W) :
    satelliteWeight hH hn k f = relaxationEnergy H (hH.eigenvalues hn k) f / W ↔
      ∀ i, i ≠ k → lineWeight hH hn f i ≠ 0 →
        hH.eigenvalues hn i = hH.eigenvalues hn k + W := by
  -- the deficit is a sum of non-negative terms
  have deficit : satelliteWeight hH hn k f * W - relaxationEnergy H (hH.eigenvalues hn k) f =
      ∑ i ∈ univ.erase k,
        (hH.eigenvalues hn k + W - hH.eigenvalues hn i) * lineWeight hH hn f i := by
    rw [relaxationEnergy_eq_sum hH hn k hf, satelliteWeight, Finset.sum_mul,
      ← Finset.sum_sub_distrib]
    exact Finset.sum_congr rfl fun i _ => by ring
  have nonneg : ∀ i ∈ univ.erase k,
      0 ≤ (hH.eigenvalues hn k + W - hH.eigenvalues hn i) * lineWeight hH hn f i :=
    fun i hi => mul_nonneg (sub_nonneg.2 (hspec i (Finset.ne_of_mem_erase hi))) (sq_nonneg _)
  rw [eq_div_iff hW.ne', ← sub_eq_zero, deficit, Finset.sum_eq_zero_iff_of_nonneg nonneg]
  constructor
  · intro h i hi hw
    have h0 := (mul_eq_zero.1 (h i (Finset.mem_erase.2 ⟨hi, mem_univ i⟩))).resolve_right hw
    linarith
  · intro h i hi
    by_cases hw : lineWeight hH hn f i = 0
    · rw [hw, mul_zero]
    · rw [h i (Finset.ne_of_mem_erase hi) hw, sub_self, zero_mul]
```

This theorem settles when the lower bound is attained: \(S=R/W\) exactly when every satellite with \(w_i\ne0\) has \(\varepsilon_i=E_0+W\). It assumes \(W>0\) and the upper edge of the window; no gap is required. Subtracting the two sums gives
\[
WS-R=\sum_{i\ne k}(W-d_i)\,w_i ,
\]
in which every term is non-negative. Such a sum is zero exactly when each term is zero, which means \(w_i=0\) or \(d_i=W\). If no satellite is visible, then \(S=R=0\) and the condition holds trivially.

In the code, `deficit` is the displayed identity and `nonneg` the sign of its terms. The lemma `sum_eq_zero_iff_of_nonneg` passes from the sum to its terms, and the two bullets handle the two directions of the equivalence.

```lean
/-- For a unit sudden state, the squared relaxation energy is at most the second moment about
the main line times the satellite weight. -/
theorem relaxationEnergy_sq_le (hH : H.IsSymmetric) (hn : Module.finrank ℂ V = n) (k : Fin n)
    {f : V} (hf : ‖f‖ = 1) :
    relaxationEnergy H (hH.eigenvalues hn k) f ^ 2 ≤
      secondMoment H (hH.eigenvalues hn k) f * satelliteWeight hH hn k f := by
  -- Cauchy-Schwarz over the satellite lines
  have h := Finset.sum_mul_sq_le_sq_mul_sq (univ.erase k)
    (fun i => (hH.eigenvalues hn i - hH.eigenvalues hn k) *
      ‖inner ℂ (hH.eigenvectorBasis hn i) f‖)
    (fun i => ‖inner ℂ (hH.eigenvectorBasis hn i) f‖)
  rw [relaxationEnergy_eq_sum hH hn k hf, secondMoment_eq_sum]
  simpa only [satelliteWeight, lineWeight, mul_pow, mul_assoc, ← pow_two] using h

end

end ShakeSatelliteBounds
```

The last theorem is \(R^2\le M\,S\), with no condition on the spectrum. Apply the Cauchy–Schwarz inequality to \(a_i=d_i\,|\langle\psi_i,f\rangle|\) and \(b_i=|\langle\psi_i,f\rangle|\), summed over the satellites:
\[
R^2=\Big(\sum_{i\ne k}a_ib_i\Big)^2\le\Big(\sum_{i\ne k}a_i^2\Big)\Big(\sum_{i\ne k}b_i^2\Big)=M\,S .
\]
The two `fun i` expressions in the code are \(a_i\) and \(b_i\). The `rw` line expresses \(R\) and \(M\) as satellite sums, and `simpa` matches the products and squares.

When \(M>0\), this reads \(S\ge R^2/M\). If the satellites also lie in the window, then \(d_i^2\le W d_i\) gives \(M\le WR\), so this lower bound is at least as good as \(R/W\); that comparison is an extra line of algebra without a theorem in the file.

```lean
#print axioms ShakeSatelliteBounds.satelliteWeight_eq_loss
-- 'ShakeSatelliteBounds.satelliteWeight_eq_loss' depends on axioms: [propext, Classical.choice, Quot.sound]
#print axioms ShakeSatelliteBounds.satelliteWeight_bounds
-- 'ShakeSatelliteBounds.satelliteWeight_bounds' depends on axioms: [propext, Classical.choice, Quot.sound]
#print axioms ShakeSatelliteBounds.satelliteWeight_eq_lower_iff
-- 'ShakeSatelliteBounds.satelliteWeight_eq_lower_iff' depends on axioms: [propext, Classical.choice, Quot.sound]
#print axioms ShakeSatelliteBounds.relaxationEnergy_sq_le
-- 'ShakeSatelliteBounds.relaxationEnergy_sq_le' depends on axioms: [propext, Classical.choice, Quot.sound]
```

## The bounds in a core-hole configuration-interaction calculation

Take \(H\) as the configuration-interaction matrix in the space of determinants with the core hole present and with the spin projection of \(f\), so that the main line can be non-degenerate. The restriction to core-hole determinants matters, because valence-ionised states lie lower in energy and would otherwise take the place of the main line. The sudden state \(f\) is the initial wavefunction with the core electron removed, normalised. It must lie in this space, as it does when the determinants are built from the orbitals of the initial state and include all those that occur in \(f\).

A Lanczos run started from \(f\) produces \(\alpha=\langle f,Hf\rangle\) and \(\beta=\|Hf-\alpha f\|\) in its first step. Once the lowest eigenvalue \(E_0\) is known, \(R=\alpha-E_0\). Since \((H-\alpha)f\) is orthogonal to \(f\), the second moment is \(M=R^2+\beta^2\), and no satellite state has to be computed for the lower bound
\[
S\ge\frac{R^2}{R^2+\beta^2}\qquad(M>0).
\]

As an illustration, with numbers chosen for easy arithmetic and not taken from a particular system, suppose \(g=5\) eV, \(W=20\) eV, \(R=2\) eV and \(\beta^2=21\) eV². The two-sided bound gives \(0.10\le S\le0.40\), and the second moment, \(M=25\) eV², raises the lower end to \(0.16\). The main line therefore keeps between 60% and 84% of the intensity. A spectrum with these values has satellites of weight \(0.20\) at 5 eV and \(0.05\) at 20 eV, which gives \(S=0.25\).
